# Squaring nonnegative, aufbau-ordered occupations does not raise the mean energy per electron

Second-order spectral projection (SP2) builds the density matrix of a fixed one-particle Hamiltonian $H$ from an iterate $D$ that is diagonal in the eigenorbitals of $H$ and occupies low levels more than high ones. Each step replaces $D$ by $D^2$ or by $2D-D^2$, chosen to steer $\operatorname{Tr}D$ towards the electron number. For occupations in $[0,1]$ the trace changes at each step unless every occupation is already 0 or 1, so until then the band energy $\operatorname{Tr}(HD)$ of successive iterates refers to different electron counts. The question is how the energy per electron moves.

## The inequality for each branch

Let finitely many levels $i$ have energies $e_i$ and occupations $x_i$. Write $N(x)=\sum_i x_i$, $E(x)=\sum_i e_ix_i$ and $\bar e(x)=E(x)/N(x)$, with $x^2$ taken level by level. Assume $x_i\ge0$, some $x_i\ne0$, and aufbau order: $e_i<e_j$ implies $x_j\le x_i$. Then
$$\bar e(x^2)\le\bar e(x),$$
with equality exactly when any two occupied levels share their energy or their occupation. If also $x_i\le1$, then $\bar e(x)\le\bar e(2x-x^2)$.

## Monitoring $\operatorname{Tr}(HD)/\operatorname{Tr}(D)$ in a purification loop

For non-interacting electrons, or a mean-field $H$ held fixed during purification, the bound fixes the sign of the change in this ratio at each step, and a code can test that sign using traces alone. A violation beyond rounding error means that an assumption has failed, for example the ordering or the common eigenbasis of $D$ and $H$. The two branches push in opposite directions, so no monotonicity follows for a run that mixes them.

## A sum over pairs of levels

Take weights $w_i\ge0$ and aufbau-ordered factors $g_i$, and let $wg$ have entries $w_ig_i$. Expand
$$(e_i-e_j)(g_j-g_i)=e_ig_j+e_jg_i-e_ig_i-e_jg_j .$$
Multiply by $w_iw_j$ and sum over $i$ and $j$. The first two terms each give $E(w)N(wg)$ and the last two each give $-E(wg)N(w)$:
$$\sum_{i,j}w_iw_j(e_i-e_j)(g_j-g_i)=2\,[E(w)N(wg)-E(wg)N(w)].$$
If $e_i<e_j$ both brackets on the left are nonpositive, if $e_i>e_j$ both are nonnegative, and if $e_i=e_j$ the term vanishes. Hence $E(wg)N(w)\le E(w)N(wg)$. Equality requires every term to vanish, which for $w_i,w_j\ne0$ means $e_i=e_j$ or $g_i=g_j$.

Setting $w=g=x$ gives $E(x^2)N(x)\le E(x)N(x^2)$. One positive occupation makes $N(x)$ and $N(x^2)$ positive, and division gives the bound. Squaring keeps the occupations nonnegative, not all zero and ordered, so the bound applies again at every further squaring.

For $f=2x-x^2$ with $0\le x_i\le1$, $f_i-x_i=x_i(1-x_i)\ge0$ gives $N(f)\ge N(x)>0$. With $N(f)=2N(x)-N(x^2)$ and $E(f)=2E(x)-E(x^2)$, the terms $2E(x)N(x)$ cancel from $E(x)N(f)\le E(f)N(x)$, which leaves the same cross-multiplied inequality.

For matrices, let the columns of $U$ be orthonormal orbitals, $U^\dagger U=1$, and put $S(a)=U\operatorname{diag}(a)U^\dagger$ for real values $a_i$. For a second set $b_i$, the inner $U^\dagger U$ drops out and $S(a)S(b)=S(ab)$, and cyclicity gives $\operatorname{Tr}S(a)=\sum_ia_i$. With $H=S(e)$ and $D=S(x)$ the bound becomes $\operatorname{Tr}(HD^2)/\operatorname{Tr}(D^2)\le\operatorname{Tr}(HD)/\operatorname{Tr}(D)$.

## Levels, branches and traces in Lean

The levels form a finite type `ι`. The functions `electrons`, `bandEnergy` and `meanEnergy` are $N$, $E$ and $\bar e$; `sqStep` and `fillStep` are the branches, and `spectral U a` is $S(a)$. The hypotheses `hx`, `hne`, `hord` and `hx1` are nonnegativity, a nonzero occupation, `Aufbau e x` and $x_i\le1$.

```lean
import Mathlib

open Finset Matrix

namespace SP2EnergyPerElectron

noncomputable section

variable {ι : Type*} [Fintype ι]

/-- Number of electrons: the sum of the occupations. -/
def electrons (x : ι → ℝ) : ℝ := ∑ i, x i

/-- Band energy: the sum of level energy times occupation. -/
def bandEnergy (e x : ι → ℝ) : ℝ := ∑ i, e i * x i

/-- Mean energy per electron. -/
def meanEnergy (e x : ι → ℝ) : ℝ := bandEnergy e x / electrons x

/-- Aufbau ordering: a level of lower energy is at least as occupied as one of higher energy. -/
def Aufbau (e x : ι → ℝ) : Prop := ∀ i j, e i < e j → x j ≤ x i

/-- The SP2 branch `x ↦ x²` acting on the occupations. -/
def sqStep (x : ι → ℝ) : ι → ℝ := fun i => x i ^ 2

/-- The SP2 branch `x ↦ 2x - x²` acting on the occupations. -/
def fillStep (x : ι → ℝ) : ι → ℝ := fun i => 2 * x i - x i ^ 2

/-- The matrix `U diag(a) Uᴴ` built from the columns of `U` and the real values `a i`. -/
def spectral {n : Type*} [DecidableEq ι] (U : Matrix n ι ℂ) (a : ι → ℝ) : Matrix n n ℂ :=
  U * diagonal (fun i => (a i : ℂ)) * Uᴴ

/-- For occupations `w` reweighted by factors `g`, the cross difference of band energies and
electron numbers is half a sum over pairs of levels. -/
theorem pair_identity (e w g : ι → ℝ) :
    ∑ i, ∑ j, w i * w j * ((e i - e j) * (g j - g i)) =
      2 * (bandEnergy e w * electrons (fun i => w i * g i)
        - bandEnergy e (fun i => w i * g i) * electrons w) := by
  have expand : ∀ i j, w i * w j * ((e i - e j) * (g j - g i)) =
      (e i * w i) * (w j * g j) + (w i * g i) * (e j * w j)
        - (e i * (w i * g i)) * w j - w i * (e j * (w j * g j)) := fun i j => by ring
  simp only [bandEnergy, electrons, expand, Finset.sum_sub_distrib, Finset.sum_add_distrib,
    ← Finset.mul_sum, ← Finset.sum_mul]
  ring

/-- Reweighting nonnegative occupations `w` by aufbau-ordered factors `g` gives
`E(wg) N(w) ≤ E(w) N(wg)`, with equality exactly when any two occupied levels share their
energy or their factor. -/
theorem reweight_le (e w g : ι → ℝ) (hw : ∀ i, 0 ≤ w i) (hg : Aufbau e g) :
    bandEnergy e (fun i => w i * g i) * electrons w
        ≤ bandEnergy e w * electrons (fun i => w i * g i) ∧
      (bandEnergy e (fun i => w i * g i) * electrons w
          = bandEnergy e w * electrons (fun i => w i * g i) ↔
        ∀ i j, w i ≠ 0 → w j ≠ 0 → e i = e j ∨ g i = g j) := by
  -- every pair contributes a nonnegative term
  have ht : ∀ i j, 0 ≤ w i * w j * ((e i - e j) * (g j - g i)) := by
    intro i j
    refine mul_nonneg (mul_nonneg (hw i) (hw j)) ?_
    rcases lt_trichotomy (e i) (e j) with h | h | h
    · nlinarith [mul_nonneg (sub_nonneg.2 h.le) (sub_nonneg.2 (hg i j h))]
    · simp [h]
    · exact mul_nonneg (sub_nonneg.2 h.le) (sub_nonneg.2 (hg j i h))
  have hid := pair_identity e w g
  have hin : ∀ i, 0 ≤ ∑ j, w i * w j * ((e i - e j) * (g j - g i)) :=
    fun i => Finset.sum_nonneg fun j _ => ht i j
  have hs : 0 ≤ ∑ i, ∑ j, w i * w j * ((e i - e j) * (g j - g i)) :=
    Finset.sum_nonneg fun i _ => hin i
  refine ⟨by linarith, fun h i j hi hj => ?_, fun h => ?_⟩
  · -- a vanishing sum of nonnegative terms has vanishing terms
    have h0 : ∑ i, ∑ j, w i * w j * ((e i - e j) * (g j - g i)) = 0 := by linarith
    have h1 := (Finset.sum_eq_zero_iff_of_nonneg fun i _ => hin i).1 h0 i (mem_univ _)
    have h2 := (Finset.sum_eq_zero_iff_of_nonneg fun j _ => ht i j).1 h1 j (mem_univ _)
    rcases mul_eq_zero.1 ((mul_eq_zero.1 h2).resolve_left (mul_ne_zero hi hj)) with h3 | h3
    · left; linarith
    · right; linarith
  · have h0 : ∑ i, ∑ j, w i * w j * ((e i - e j) * (g j - g i)) = 0 := by
      refine Finset.sum_eq_zero fun i _ => Finset.sum_eq_zero fun j _ => ?_
      by_cases hi : w i = 0
      · simp [hi]
      by_cases hj : w j = 0
      · simp [hj]
      rcases h i j hi hj with h3 | h3 <;> simp [h3]
    linarith

/-- Nonnegative occupations, not all zero, hold a positive number of electrons before and after
squaring. -/
theorem electrons_pos (x : ι → ℝ) (hx : ∀ i, 0 ≤ x i) (hne : ∃ i, x i ≠ 0) :
    0 < electrons x ∧ 0 < electrons (sqStep x) := by
  obtain ⟨k, hk⟩ := hne
  have hk' : 0 < x k := lt_of_le_of_ne (hx k) (Ne.symm hk)
  exact ⟨Finset.sum_pos' (fun i _ => hx i) ⟨k, mem_univ _, hk'⟩,
    Finset.sum_pos' (fun i _ => sq_nonneg (x i)) ⟨k, mem_univ _, pow_pos hk' 2⟩⟩

/-- For nonnegative aufbau-ordered occupations, not all zero, both electron numbers are positive
and squaring does not raise the mean energy per electron. -/
theorem meanEnergy_sqStep_le (e x : ι → ℝ) (hx : ∀ i, 0 ≤ x i) (hne : ∃ i, x i ≠ 0)
    (hord : Aufbau e x) :
    0 < electrons x ∧ 0 < electrons (sqStep x) ∧ meanEnergy e (sqStep x) ≤ meanEnergy e x := by
  obtain ⟨h1, h2⟩ := electrons_pos x hx hne
  refine ⟨h1, h2, ?_⟩
  have hsq : sqStep x = fun i => x i * x i := funext fun i => pow_two (x i)
  rw [meanEnergy, meanEnergy, div_le_div_iff₀ h2 h1, hsq]
  exact (reweight_le e x x hx hord).1

/-- For nonnegative aufbau-ordered occupations, not all zero, both electron numbers are positive,
and squaring leaves the mean energy unchanged exactly when any two occupied levels share their
energy or occupation. -/
theorem meanEnergy_sqStep_eq_iff (e x : ι → ℝ) (hx : ∀ i, 0 ≤ x i) (hne : ∃ i, x i ≠ 0)
    (hord : Aufbau e x) :
    0 < electrons x ∧ 0 < electrons (sqStep x) ∧ (meanEnergy e (sqStep x) = meanEnergy e x ↔
      ∀ i j, x i ≠ 0 → x j ≠ 0 → e i = e j ∨ x i = x j) := by
  obtain ⟨h1, h2⟩ := electrons_pos x hx hne
  refine ⟨h1, h2, ?_⟩
  have hsq : sqStep x = fun i => x i * x i := funext fun i => pow_two (x i)
  rw [meanEnergy, meanEnergy, div_eq_div_iff h2.ne' h1.ne', hsq]
  exact (reweight_le e x x hx hord).2

/-- For nonnegative aufbau-ordered occupations, not all zero, under repeated squaring the electron
number stays positive and the mean energy per electron never increases with the number of steps. -/
theorem meanEnergy_iterate_antitone (e x : ι → ℝ) (hx : ∀ i, 0 ≤ x i) (hne : ∃ i, x i ≠ 0)
    (hord : Aufbau e x) :
    (∀ k : ℕ, 0 < electrons (sqStep^[k] x)) ∧
      Antitone fun k : ℕ => meanEnergy e (sqStep^[k] x) := by
  -- squaring keeps nonnegativity, a nonzero occupation and aufbau order
  have inv : ∀ k : ℕ, (∀ i, 0 ≤ (sqStep^[k] x) i) ∧ (∃ i, (sqStep^[k] x) i ≠ 0) ∧
      Aufbau e (sqStep^[k] x) := by
    intro k
    induction k with
    | zero => exact ⟨hx, hne, hord⟩
    | succ k ih =>
      obtain ⟨a, ⟨m, hm⟩, c⟩ := ih
      rw [Function.iterate_succ_apply']
      exact ⟨fun i => sq_nonneg _, ⟨m, pow_ne_zero 2 hm⟩,
        fun i j h => pow_le_pow_left₀ (a j) (c i j h) 2⟩
  refine ⟨fun k => (electrons_pos _ (inv k).1 (inv k).2.1).1,
    antitone_nat_of_succ_le fun k => ?_⟩
  simp only [Function.iterate_succ_apply']
  exact (meanEnergy_sqStep_le e _ (inv k).1 (inv k).2.1 (inv k).2.2).2.2

/-- For aufbau-ordered occupations in `[0,1]`, not all zero, both electron numbers are positive
and the branch `2x - x²` does not lower the mean energy per electron. -/
theorem le_meanEnergy_fillStep (e x : ι → ℝ) (hx : ∀ i, 0 ≤ x i) (hx1 : ∀ i, x i ≤ 1)
    (hne : ∃ i, x i ≠ 0) (hord : Aufbau e x) :
    0 < electrons x ∧ 0 < electrons (fillStep x) ∧
      meanEnergy e x ≤ meanEnergy e (fillStep x) := by
  have h1 := (electrons_pos x hx hne).1
  have h2 : 0 < electrons (fillStep x) := by
    refine lt_of_lt_of_le h1 (Finset.sum_le_sum fun i _ => ?_)
    unfold fillStep
    nlinarith [mul_nonneg (hx i) (sub_nonneg.2 (hx1 i))]
  have hN : electrons (fillStep x) = 2 * electrons x - electrons (fun i => x i * x i) := by
    simp only [electrons, fillStep, Finset.mul_sum, ← Finset.sum_sub_distrib]
    exact Finset.sum_congr rfl fun i _ => by ring
  have hE : bandEnergy e (fillStep x)
      = 2 * bandEnergy e x - bandEnergy e (fun i => x i * x i) := by
    simp only [bandEnergy, fillStep, Finset.mul_sum, ← Finset.sum_sub_distrib]
    exact Finset.sum_congr rfl fun i _ => by ring
  refine ⟨h1, h2, ?_⟩
  rw [meanEnergy, meanEnergy, div_le_div_iff₀ h1 h2, hN, hE]
  nlinarith [(reweight_le e x x hx hord).1]

/-- For a Hamiltonian `H` and density matrix `D` diagonal in the same orthonormal orbitals, with
nonnegative aufbau-ordered occupations not all zero, the traces of `D` and `D²` have positive
real part and `Tr(HD²)/Tr(D²) ≤ Tr(HD)/Tr(D)` for the real parts. -/
theorem trace_form {n : Type*} [Fintype n] [DecidableEq ι] (U : Matrix n ι ℂ)
    (hU : Uᴴ * U = 1) (e x : ι → ℝ) (hx : ∀ i, 0 ≤ x i) (hne : ∃ i, x i ≠ 0)
    (hord : Aufbau e x) :
    0 < (trace (spectral U x)).re ∧ 0 < (trace (spectral U x * spectral U x)).re ∧
      (trace (spectral U e * (spectral U x * spectral U x))).re
          / (trace (spectral U x * spectral U x)).re
        ≤ (trace (spectral U e * spectral U x)).re / (trace (spectral U x)).re := by
  have key : ∀ A B : Matrix ι ι ℂ, U * A * Uᴴ * (U * B * Uᴴ) = U * (A * B) * Uᴴ := by
    intro A B
    calc U * A * Uᴴ * (U * B * Uᴴ) = U * (A * (Uᴴ * U) * B) * Uᴴ := by
          simp only [Matrix.mul_assoc]
      _ = U * (A * B) * Uᴴ := by rw [hU, Matrix.mul_one]
  have hmul : ∀ a b : ι → ℝ, spectral U a * spectral U b = spectral U fun i => a i * b i := by
    intro a b
    simp only [spectral, key, diagonal_mul_diagonal, Complex.ofReal_mul]
  have htr : ∀ a : ι → ℝ, (trace (spectral U a)).re = ∑ i, a i := by
    intro a
    rw [spectral, trace_mul_cycle, hU, Matrix.one_mul, trace_diagonal, Complex.re_sum]
    simp
  have h := meanEnergy_sqStep_le e x hx hne hord
  simp only [meanEnergy, bandEnergy, electrons, sqStep, pow_two] at h
  simp only [hmul, htr]
  exact h

/-- Two levels at energies 0 and 1 with occupations 3/4 and 1/4 are aufbau ordered, and squaring
takes the mean energy from 1/4 to 1/10. -/
theorem meanEnergy_sqStep_witness :
    Aufbau ![(0 : ℝ), 1] ![3 / 4, 1 / 4] ∧ meanEnergy ![(0 : ℝ), 1] ![3 / 4, 1 / 4] = 1 / 4 ∧
      meanEnergy ![(0 : ℝ), 1] (sqStep ![3 / 4, 1 / 4]) = 1 / 10 := by
  refine ⟨?_, ?_, ?_⟩
  · norm_num [Aufbau, Fin.forall_fin_two]
  · norm_num [meanEnergy, bandEnergy, electrons, Fin.sum_univ_two]
  · norm_num [meanEnergy, bandEnergy, electrons, sqStep, Fin.sum_univ_two]

/-- With the inverted occupations 1/4 and 3/4 on energies 0 and 1, squaring takes the mean
energy from 3/4 to 9/10. -/
theorem inverted_population_raises :
    meanEnergy ![(0 : ℝ), 1] ![1 / 4, 3 / 4] = 3 / 4 ∧
      meanEnergy ![(0 : ℝ), 1] (sqStep ![1 / 4, 3 / 4]) = 9 / 10 := by
  refine ⟨?_, ?_⟩
  · norm_num [meanEnergy, bandEnergy, electrons, Fin.sum_univ_two]
  · norm_num [meanEnergy, bandEnergy, electrons, sqStep, Fin.sum_univ_two]

end

end SP2EnergyPerElectron
```

```lean
#print axioms SP2EnergyPerElectron.meanEnergy_sqStep_le
#print axioms SP2EnergyPerElectron.meanEnergy_iterate_antitone
#print axioms SP2EnergyPerElectron.trace_form
#print axioms SP2EnergyPerElectron.inverted_population_raises
```

```
'SP2EnergyPerElectron.meanEnergy_sqStep_le' depends on axioms: [propext, Classical.choice, Quot.sound]
'SP2EnergyPerElectron.meanEnergy_iterate_antitone' depends on axioms: [propext, Classical.choice, Quot.sound]
'SP2EnergyPerElectron.trace_form' depends on axioms: [propext, Classical.choice, Quot.sound]
'SP2EnergyPerElectron.inverted_population_raises' depends on axioms: [propext, Classical.choice, Quot.sound]
```

In `pair_identity` the step `expand` is the four-term expansion. In `reweight_le`, `ht` treats the three orderings of $e_i$ and $e_j$ through `lt_trichotomy`, and `Finset.sum_eq_zero_iff_of_nonneg` extracts the equality case. The theorems `meanEnergy_sqStep_le` and `meanEnergy_sqStep_eq_iff` take positivity from `electrons_pos`, clear the denominators and apply `reweight_le e x x hx hord`. In `meanEnergy_iterate_antitone`, `inv` carries the three hypotheses through an induction on the step count $k$, so $\bar e$ is non-increasing in $k$. In `le_meanEnergy_fillStep`, `hN` and `hE` are the formulas for $N(f)$ and $E(f)$; in `trace_form`, `hmul` and `htr` are the product and trace rules.

## Exact arithmetic, common orbitals and assumed order

Each theorem about general occupations that divides by an electron count states in its conclusion that the count is positive, so the quotients are true means and Lean's value for division by zero plays no part. Aufbau order does not constrain degenerate levels relative to one another, the bound for squaring needs no upper bound on $x_i$, and a single level gives equality.

The order is assumed. For occupations in $[0,1]$ both branches preserve it, because $x^2$ and $2x-x^2$ are increasing there and map $[0,1]$ into itself. The Lean code proves preservation for squaring only, so applying its theorems after a $2x-x^2$ step still requires a proof that the new occupations are ordered. Two examples with $e_0=0$, $e_1=1$ show its role. In `meanEnergy_sqStep_witness` the ordered occupations $x_0=3/4$, $x_1=1/4$ go from $\bar e=1/4$ to $(1/16)/(10/16)=1/10$. In `inverted_population_raises` the swapped occupations go from $3/4$ to $9/10$, so the inequality can fail without the order.

The matrix theorem covers the squaring branch, compares real parts of traces, and works in an orthonormal basis without an overlap matrix. $U$ may be rectangular, in which case $H$ and $D$ vanish on vectors orthogonal to its columns. Rounding and the truncation of small matrix elements, which linear-scaling codes apply and which generally spoil the common eigenbasis, are not modelled. No theorem addresses convergence to a projector, the size of a step's change, or the total energy of a self-consistent calculation.
